# D1 of Two Non-Interacting Subsystems Is the Larger of Their D1 Values, While Inert Electrons Dilute T1 to Zero

Take a molecule with large coupled-cluster singles amplitudes and place many closed-shell atoms far away from it. The difficult part of the system has not changed, and a diagnostic meant to flag it should ideally not change either. Two common diagnostics, D1 and T1, respond differently to the added atoms.

## Largest singular value against norm scaled by electron number

Let $A$ be a real matrix of singles amplitudes $A_{ij}$, with $i$ an occupied and $j$ a virtual orbital. A singular value of $A$ is a number $s\ge 0$ for which $s^2$ is an eigenvalue of $A^TA$, and $D_1(A)$ is the largest of them. With $F(A)=\sum_{ij}A_{ij}^2$, the squared Frobenius norm, and $n$ correlated electrons, $T_1(A)=\sqrt{F(A)/n}$.

The largest singular value exists if there is a virtual orbital. Since $x^TA^TAx=|Ax|^2\ge 0$, the symmetric matrix $A^TA$ has real eigenvalues $\lambda_j\ge 0$, finite in number, and the singular values are their roots $\sqrt{\lambda_j}$.

Let a second subsystem have amplitudes $B$ and $m$ correlated electrons. If no amplitude connects the two, the composite matrix is $C=\mathrm{diag}(A,B)$, and $C^TC=\mathrm{diag}(A^TA,B^TB)$. For a vector $x=(x_A,x_B)$, the equation $C^TCx=s^2x$ separates into
$$A^TAx_A=s^2x_A,\qquad B^TBx_B=s^2x_B .$$
If $x\neq0$, at least one part is nonzero, so $s$ is a singular value of $A$ or of $B$. Conversely, an eigenvector of one block extends by zero to an eigenvector of $C^TC$. The singular values of $C$ are therefore those of $A$ and $B$ taken together, and
$$D_1(C)=\max(D_1(A),D_1(B)).$$

If $B=0$, then $s^2x_B=0$ with $x_B\ne0$ gives $s=0$, which cannot exceed $D_1(A)$. Hence $D_1(C)=D_1(A)$. This value is positive when $A\neq0$, because with $N_v$ virtual orbitals
$$0<F(A)=\operatorname{tr}A^TA=\sum_j\lambda_j\le N_v\,D_1(A)^2 .$$

For T1, squared amplitudes add: $F(C)=F(A)+F(B)$. Inserting $F(A)=nT_1(A)^2$ and $F(B)=mT_1(B)^2$ gives
$$T_1(C)^2=\frac{nT_1(A)^2+mT_1(B)^2}{n+m}.$$
For $B=0$ this leaves $T_1(C)=\sqrt{F(A)}/\sqrt{n+m}$, which tends to zero as $m\to\infty$.

Call correlated electrons inert if they belong to a subsystem whose singles amplitudes are all zero; frozen-core electrons are not counted in T1 and do not dilute it. In this model of non-interacting subsystems, T1 thus falls below any fixed positive threshold once enough inert electrons are present, while D1 stays where it was. If the added atoms are identical and have small nonzero amplitudes instead, the averaging law makes T1 tend to the T1 value of a single atom, and D1 still stays where it was as long as the D1 value of the atom is not larger.

## Two electrons among a hundred

Let $A=(0.12\;\;0.16)$, with one doubly occupied orbital, two virtual orbitals and $n=2$. The matrix $A^TA$ has trace $0.04$ and determinant $0$, so its eigenvalues are $0.04$ and $0$. Hence $D_1=0.2$ and $T_1=0.2/\sqrt2\approx0.141$. After adding 98 inert electrons, $D_1$ is still $0.2$, but $T_1=0.2/\sqrt{100}=0.02$.

## Amplitude matrices and diagnostics in Lean

The finite types `o` and `v` label the occupied and virtual orbitals of the first subsystem, `p` and `q` those of the second.

```lean
import Mathlib

open Matrix Filter Topology

noncomputable section

namespace MultireferenceDiagnostics

variable {o v p q : Type*} [Fintype o] [Fintype v] [Fintype p] [Fintype q]
```

The amplitudes are arbitrary real matrices; no coupled-cluster equations enter. In the next definition `*ᵥ` is the matrix acting on a vector, and `x ≠ 0` makes `x` a genuine eigenvector.

```lean
/-- The singular values of a singles-amplitude matrix (rows occupied, columns virtual):
the numbers `s ≥ 0` whose square is an eigenvalue of `Aᵀ A`. -/
def singularValues (A : Matrix o v ℝ) : Set ℝ :=
  {s | 0 ≤ s ∧ ∃ x : v → ℝ, x ≠ 0 ∧ (Aᵀ * A) *ᵥ x = s ^ 2 • x}
```

D1 is first defined as a supremum, which is shown below to be attained.

```lean
/-- The D1 diagnostic: the supremum of the singular values of the amplitude matrix,
for a system with at least one virtual orbital. -/
def D1 (A : Matrix o v ℝ) : ℝ := sSup (singularValues A)

/-- The sum of all squared singles amplitudes, which is the squared Frobenius norm. -/
def amplitudeSq (A : Matrix o v ℝ) : ℝ := ∑ i, ∑ j, A i j ^ 2
```

The electron number `n` is a separate argument of `T1` and is not tied to the number of rows, so the theorems apply to spatial-orbital and to spin-orbital amplitudes. The two choices do not give the same T1: for a closed shell the spin-orbital matrix consists of two copies of the spatial one, which leaves D1 unchanged but makes this T1 larger by a factor $\sqrt2$. The numerical example above uses spatial orbitals.

```lean
/-- The T1 diagnostic for `n > 0` electrons: the Frobenius norm of the amplitudes
divided by `√n`. -/
def T1 (n : ℕ) (A : Matrix o v ℝ) : ℝ := √(amplitudeSq A) / √(n : ℝ)
```

The absence of amplitudes between the subsystems is built into the composite as two zero blocks. It is an assumption about separated systems in localised orbitals, not something derived here.

```lean
/-- The amplitude matrix of two subsystems without amplitudes between them:
the block-diagonal matrix `diag(A, B)`. -/
def composite (A : Matrix o v ℝ) (B : Matrix p q ℝ) : Matrix (o ⊕ p) (v ⊕ q) ℝ :=
  fromBlocks A 0 0 B
```

## The supremum is attained

The first lemma is the statement $x^TA^TAx\ge0$. The second takes the eigenvector basis from the spectral theorem and shows that each $\sqrt{\lambda_j}$ is a singular value.

```lean
/-- The matrix `Aᵀ A` is positive semidefinite. -/
theorem gram_posSemidef (A : Matrix o v ℝ) : (Aᵀ * A).PosSemidef := by
  rw [← conjTranspose_eq_transpose_of_trivial]
  exact posSemidef_conjTranspose_mul_self A

/-- The square root of each eigenvalue of `Aᵀ A` is a singular value of `A`. -/
theorem sqrt_eigenvalue_mem [DecidableEq v] (A : Matrix o v ℝ) (j : v) :
    √((gram_posSemidef A).isHermitian.eigenvalues j) ∈ singularValues A := by
  have hA := (gram_posSemidef A).isHermitian
  refine ⟨Real.sqrt_nonneg _, (hA.eigenvectorBasis j).ofLp, fun h => ?_, ?_⟩
  · apply hA.eigenvectorBasis.orthonormal.ne_zero j
    ext k
    exact congrFun h k
  · rw [Real.sq_sqrt ((gram_posSemidef A).eigenvalues_nonneg j)]
    exact hA.mulVec_eigenvectorBasis j
```

`IsGreatest` says that `D1 A` belongs to the set and bounds it from above. The set is non-empty by the previous lemma, and finite because the spectrum of a finite matrix is finite. `Nonempty v` supplies the virtual orbital; without one there is no nonzero `x` and no singular value.

```lean
/-- With at least one virtual orbital, D1 is the largest singular value of the
amplitude matrix. -/
theorem D1_isGreatest [Nonempty v] (A : Matrix o v ℝ) :
    IsGreatest (singularValues A) (D1 A) := by
  classical
  have hne : (singularValues A).Nonempty :=
    ⟨_, sqrt_eigenvalue_mem A (Classical.arbitrary v)⟩
  -- the spectrum of a finite matrix is finite, hence so is the set of singular values
  have hfin : (singularValues A).Finite := by
    refine ((Module.End.finite_spectrum (Matrix.toLin' (Aᵀ * A))).image Real.sqrt).subset ?_
    rintro s ⟨hs, x, hx, h⟩
    refine ⟨s ^ 2, ?_, Real.sqrt_sq hs⟩
    apply Module.End.HasEigenvalue.mem_spectrum
    apply Module.End.hasEigenvalue_of_hasEigenvector (x := x)
    exact ⟨Module.End.mem_eigenspace_iff.mpr (by rw [Matrix.toLin'_apply]; exact h), hx⟩
  exact ⟨hne.csSup_mem hfin, fun s hs => le_csSup hfin.bddAbove hs⟩
```

## The maximum rule

In the next proof, `key` is the block form of $C^TCx$. The case split on `x ∘ Sum.inl = 0` asks whether $x_A$ vanishes, and `Sum.elim` performs the extension by zero.

```lean
/-- The singular values of the composite are those of the two subsystems taken together. -/
theorem singularValues_composite (A : Matrix o v ℝ) (B : Matrix p q ℝ) :
    singularValues (composite A B) = singularValues A ∪ singularValues B := by
  have key : ∀ x : v ⊕ q → ℝ, ((composite A B)ᵀ * composite A B) *ᵥ x =
      Sum.elim ((Aᵀ * A) *ᵥ (x ∘ Sum.inl)) ((Bᵀ * B) *ᵥ (x ∘ Sum.inr)) := by
    intro x
    simp [composite, fromBlocks_transpose, fromBlocks_multiply, fromBlocks_mulVec]
  ext s
  constructor
  · -- a nonzero eigenvector has a nonzero part on one of the subsystems
    rintro ⟨hs, x, hx, h⟩
    rw [key] at h
    by_cases hl : x ∘ Sum.inl = 0
    · right
      refine ⟨hs, x ∘ Sum.inr, fun hr => hx ?_, funext fun j => congrFun h (Sum.inr j)⟩
      funext i
      rcases i with i | i
      · exact congrFun hl i
      · exact congrFun hr i
    · left
      exact ⟨hs, x ∘ Sum.inl, hl, funext fun i => congrFun h (Sum.inl i)⟩
  · -- an eigenvector of one subsystem is extended by zero
    rintro (⟨hs, x, hx, h⟩ | ⟨hs, x, hx, h⟩)
    · refine ⟨hs, Sum.elim x (0 : q → ℝ),
        fun h0 => hx (funext fun i => congrFun h0 (Sum.inl i)), ?_⟩
      rw [key, Sum.elim_comp_inl, Sum.elim_comp_inr, h, mulVec_zero]
      funext i
      rcases i with i | i <;> simp
    · refine ⟨hs, Sum.elim (0 : v → ℝ) x,
        fun h0 => hx (funext fun i => congrFun h0 (Sum.inr i)), ?_⟩
      rw [key, Sum.elim_comp_inl, Sum.elim_comp_inr, h, mulVec_zero]
      funext i
      rcases i with i | i <;> simp
```

The greatest element of a union is the maximum of the two greatest elements, and a greatest element is unique.

```lean
/-- For two subsystems that each have a virtual orbital, D1 of the composite is the
maximum of the two D1 values. -/
theorem D1_composite [Nonempty v] [Nonempty q] (A : Matrix o v ℝ) (B : Matrix p q ℝ) :
    D1 (composite A B) = max (D1 A) (D1 B) := by
  have h := D1_isGreatest (composite A B)
  rw [singularValues_composite] at h
  exact h.unique ((D1_isGreatest A).union (D1_isGreatest B))
```

For a zero block the only possible new singular value is $0$. The inert subsystem may have any number of orbitals, including none.

```lean
/-- Adding a subsystem with zero amplitudes does not change D1 of a system that has
a virtual orbital. -/
theorem D1_inert [Nonempty v] (A : Matrix o v ℝ) :
    D1 (composite A (0 : Matrix p q ℝ)) = D1 A := by
  have h := D1_isGreatest (composite A (0 : Matrix p q ℝ))
  rw [singularValues_composite] at h
  refine h.unique ⟨Or.inl (D1_isGreatest A).1, ?_⟩
  rintro s (hs | ⟨_, x, hx, h0⟩)
  · exact (D1_isGreatest A).2 hs
  · have h1 : s ^ 2 • x = 0 := by
      rw [← h0]
      simp
    have h2 : s = 0 := pow_eq_zero_iff two_ne_zero |>.mp ((smul_eq_zero.mp h1).resolve_right hx)
    rw [h2]
    exact (D1_isGreatest A).1.1
```

## Positivity of D1 and the averaging law

The norm bound follows the trace argument: `htr` and `hsum` are the two equalities, and `hle` is $\lambda_j\le D_1(A)^2$.

```lean
/-- The squared Frobenius norm is at most the number of virtual orbitals times the
square of D1. -/
theorem amplitudeSq_le (A : Matrix o v ℝ) :
    amplitudeSq A ≤ Fintype.card v * D1 A ^ 2 := by
  classical
  rcases isEmpty_or_nonempty v with hv | hv
  · simp [amplitudeSq]
  have htr : amplitudeSq A = (Aᵀ * A).trace := by
    simp only [amplitudeSq, trace, diag_apply, mul_apply, transpose_apply]
    rw [Finset.sum_comm]
    simp only [pow_two]
  have hsum : (Aᵀ * A).trace = ∑ j, (gram_posSemidef A).isHermitian.eigenvalues j :=
    (gram_posSemidef A).isHermitian.trace_eq_sum_eigenvalues
  -- each eigenvalue is the square of a singular value
  have hle : ∀ j, (gram_posSemidef A).isHermitian.eigenvalues j ≤ D1 A ^ 2 := fun j =>
    (Real.sqrt_le_left (D1_isGreatest A).1.1).mp ((D1_isGreatest A).2 (sqrt_eigenvalue_mem A j))
  rw [htr, hsum]
  calc ∑ j, (gram_posSemidef A).isHermitian.eigenvalues j
      ≤ ∑ _j : v, D1 A ^ 2 := Finset.sum_le_sum fun j _ => hle j
    _ = Fintype.card v * D1 A ^ 2 := by simp
```

In the averaging law, `hadd` is the additivity of $F$. The conditions `0 < n` and `0 < m` allow $F(A)$ and $F(B)$ to be recovered from the T1 values.

```lean
/-- For subsystems with `n > 0` and `m > 0` electrons, the squared T1 of the composite is
the electron-weighted mean of the two squared T1 values. -/
theorem T1_sq_composite {n m : ℕ} (hn : 0 < n) (hm : 0 < m)
    (A : Matrix o v ℝ) (B : Matrix p q ℝ) :
    T1 (n + m) (composite A B) ^ 2 = (n * T1 n A ^ 2 + m * T1 m B ^ 2) / (n + m) := by
  have hn' : (n : ℝ) ≠ 0 := by positivity
  have hm' : (m : ℝ) ≠ 0 := by positivity
  have hadd : amplitudeSq (composite A B) = amplitudeSq A + amplitudeSq B := by
    simp [amplitudeSq, composite, Fintype.sum_sum_type]
  have hA : 0 ≤ amplitudeSq A := by unfold amplitudeSq; positivity
  have hB : 0 ≤ amplitudeSq B := by unfold amplitudeSq; positivity
  simp only [T1, div_pow, hadd]
  rw [Real.sq_sqrt (add_nonneg hA hB), Real.sq_sqrt hA, Real.sq_sqrt hB,
    Real.sq_sqrt (Nat.cast_nonneg _), Real.sq_sqrt (Nat.cast_nonneg _),
    Real.sq_sqrt (Nat.cast_nonneg _), mul_div_cancel₀ _ hn', mul_div_cancel₀ _ hm',
    Nat.cast_add]
```

## D1 stays, T1 vanishes

The last theorem joins three statements: D1 is positive, it is the same for every `m`, and T1 tends to zero. The functions `r` and `c` give the numbers of occupied and virtual orbitals that `m` inert electrons bring, for instance `r m = m` in spin orbitals. Their amplitudes are exactly zero, an idealisation of atoms whose amplitudes are merely small.

The hypothesis `A ≠ 0` provides an entry `A i j ≠ 0`. If D1 were zero, the norm bound would give $F(A)\le0$, against $F(A)\ge A_{ij}^2>0$. For the limit, `heq` shows that the numerator is constant, and the denominator $\sqrt{n+m}$ grows without bound. The case `n = 0` is allowed, since only the term `m = 0` then divides by zero.

```lean
/-- Let `m` inert electrons bring `r m` occupied and `c m` virtual orbitals with zero
amplitudes. If `A` is nonzero, D1 keeps its positive value for every `m`, while T1 tends to
zero as `m` grows. -/
theorem inert_electrons_contrast (n : ℕ) (r c : ℕ → ℕ) (A : Matrix o v ℝ) (hA : A ≠ 0) :
    0 < D1 A ∧
    (∀ m, D1 (composite A (0 : Matrix (Fin (r m)) (Fin (c m)) ℝ)) = D1 A) ∧
    Tendsto (fun m => T1 (n + m) (composite A (0 : Matrix (Fin (r m)) (Fin (c m)) ℝ)))
      atTop (𝓝 0) := by
  obtain ⟨i, j, hij⟩ : ∃ i j, A i j ≠ 0 := by
    by_contra! h
    exact hA (Matrix.ext h)
  have : Nonempty v := ⟨j⟩
  refine ⟨?_, fun m => D1_inert A, ?_⟩
  · -- a vanishing D1 would force every amplitude to vanish
    refine lt_of_le_of_ne (D1_isGreatest A).1.1 fun h0 => ?_
    have h1 := amplitudeSq_le A
    rw [← h0] at h1
    have h2 : A i j ^ 2 ≤ ∑ l, A i l ^ 2 :=
      Finset.single_le_sum (f := fun l => A i l ^ 2) (fun l _ => sq_nonneg _)
        (Finset.mem_univ j)
    have h3 : ∑ l, A i l ^ 2 ≤ amplitudeSq A :=
      Finset.single_le_sum (f := fun k => ∑ l, A k l ^ 2)
        (fun k _ => Finset.sum_nonneg fun l _ => sq_nonneg _) (Finset.mem_univ i)
    have h4 : 0 < A i j ^ 2 := by positivity
    norm_num at h1
    linarith
  · -- the numerator is constant and the denominator grows without bound
    have heq : ∀ m, T1 (n + m) (composite A (0 : Matrix (Fin (r m)) (Fin (c m)) ℝ)) =
        √(amplitudeSq A) / √((n + m : ℕ) : ℝ) := by
      intro m
      simp [T1, amplitudeSq, composite, Fintype.sum_sum_type]
    simp only [heq]
    have hN : Tendsto (fun m : ℕ => n + m) atTop atTop :=
      tendsto_atTop_mono (fun m => Nat.le_add_left m n) tendsto_id
    exact tendsto_const_nhds.div_atTop
      (Real.tendsto_sqrt_atTop.comp (tendsto_natCast_atTop_atTop.comp hN))

end MultireferenceDiagnostics
```

```lean
#print axioms MultireferenceDiagnostics.D1_composite
-- 'MultireferenceDiagnostics.D1_composite' depends on axioms: [propext, Classical.choice, Quot.sound]
#print axioms MultireferenceDiagnostics.T1_sq_composite
-- 'MultireferenceDiagnostics.T1_sq_composite' depends on axioms: [propext, Classical.choice, Quot.sound]
#print axioms MultireferenceDiagnostics.inert_electrons_contrast
-- 'MultireferenceDiagnostics.inert_electrons_contrast' depends on axioms: [propext, Classical.choice, Quot.sound]
```
